# Every growth factor of the Du Fort–Frankel scheme for free one-dimensional imaginary-time diffusion has modulus at most one

## Stability as a question about lattice plane waves

In imaginary time $\tau$ a free particle obeys a diffusion equation, $\partial_\tau\psi = D\,\partial_x^2\psi$ with $D=\hbar/2m$. A scheme for this equation should not let waves grow without limit when they ought to decay. The modelling choice is what "stable" shall mean. Here the scheme is a condition on a complex field on the infinite lattice $\mathbb Z$, and stability is asked of one plane wave at a time, in two senses: its growth factors lie in the closed unit disc, and its amplitude is bounded by its starting amplitudes times a constant that is the same for all wavenumbers.

Imaginary-time propagation is used to relax a trial state towards a ground state; the result concerns only the kinetic part of such a calculation, for a free particle in one dimension.

## From the scheme to a quadratic

Let $u^n_j$ be the field at time step $n$ and site $j$, with spacings $\Delta\tau$ and $\Delta x$. The Du Fort–Frankel scheme takes a centred time difference and replaces the central value $2u^{n+1}_j$ in the second difference by $u^{n+2}_j+u^n_j$:

$$u^{n+2}_j-u^n_j=a\,\bigl(u^{n+1}_{j+1}+u^{n+1}_{j-1}-u^{n+2}_j-u^n_j\bigr),\qquad a=\frac{2D\Delta\tau}{\Delta x^2}.$$

Many texts use $D\Delta\tau/\Delta x^2$, which is $a/2$. Insert $u^n_j=f_n e^{ikj}$, where $k$ is the wavenumber in units of $1/\Delta x$. The two neighbours together give $2\cos k$ times the central value. With $c=\cos k$,

$$(1+a)f_{n+2}=2ac\,f_{n+1}+(1-a)f_n .$$

For $f_n=z^n$ this reads $z^nP(z)=0$ for all $n$, where

$$P(z)=(1+a)z^2-2acz-(1-a).$$

The case $n=0$ gives $P(z)=0$, and that is also sufficient.

## The statements in words

`IsSolution a u` is the scheme, with time as the first argument of `u` and site as the second. `planeWave k f` is the mode, `AmplitudeEq a c f` the recurrence, and `growthPoly a c z` is $P(z)$. The parameters `a`, `c` and `k` are real; `z` and the amplitudes are complex, and `‖z‖` is the modulus.

- `norm_growth_le_one`: if $a>0$, $|c|\le1$ and $P(z)=0$, then $|z|\le1$. Positive $a$ stands for a positive diffusion constant and a forward time step; $|c|\le 1$ holds for every real wavenumber.
- `exists_neutral_iff`: if $a\neq0$, a root with $|z|=1$ exists exactly when $|c|=1$.
- `planeWave_uniform_bound`: if $a>0$ and the plane wave solves the scheme, then for all $n$
$$|f_n|\le\frac{1+a}{2\min(1,a)}\,\bigl(|f_0|+|f_1|\bigr).$$

Both starting amplitudes appear because the scheme needs two time levels to begin. The constant depends on $a$. For $a\ge1$ it is $(1+a)/2$, and this growth is real: at $k=0$ with $f_0=0$ and $f_1=1$ the amplitude tends to $(1+a)/2$. For $a<1$ the constant is loose: solved for $f_{n+2}$, the recurrence has coefficients whose moduli add up to at most one, so in fact $|f_n|\le\max(|f_0|,|f_1|)$.

The step from here to a computed wavefunction is Fourier superposition, which would turn the bound on modes into one on the whole field. A potential, boundaries and the accuracy of the scheme are left aside; a stable step may still be too coarse.

## Why no root leaves the unit disc

Write $P(z)=(z^2-1)+a(z^2+1-2cz)$, multiply $P(z)=0$ by $\overline{z^2-1}$ and take the real part. Since

$$\mathrm{Re}\,(z^2+1)(\bar z^2-1)=|z|^4-1,\qquad \mathrm{Re}\,z(\bar z^2-1)=(|z|^2-1)\,\mathrm{Re}\,z,$$

the result is

$$|z^2-1|^2+a\,(|z|^2-1)\,(|z|^2+1-2c\,\mathrm{Re}\,z)=0 .$$

Suppose $|z|>1$. Because $c\,\mathrm{Re}\,z\le|z|$, the last bracket is at least $(|z|-1)^2>0$. The second term is then positive and the first is non-negative, a contradiction.

If $|z|=1$, the balance leaves $z^2=1$. Then $P(z)=0$ becomes $2a(1-cz)=0$, so $cz=1$ and $|c|=1$. Conversely, if $|c|=1$, then $z=c$ is a root, since $P(c)=(1-a)(c^2-1)=0$. The undamped modes are therefore the uniform one, $k=0$, and the staggered one, $k=\pi$, which can persist with alternating sign.

## A bound uniform in the wavenumber

When the two roots coincide at a non-zero $z$, the amplitude can contain a term proportional to $n z^n$, so the root bound alone supplies no common constant. A quadratic form does. Set $p=1+a$, $q=1-a$ and

$$E_n=p^2|f_{n+1}|^2+q^2|f_n|^2+2pqc\,\mathrm{Re}(f_{n+1}\bar f_n).$$

The code calls it `energy`, but it is not the physical energy. Completing the square gives

$$E_n=|pc f_{n+1}+q f_n|^2+p^2(1-c^2)|f_{n+1}|^2,$$
$$E_{n+1}=|p f_{n+2}+qc f_{n+1}|^2+q^2(1-c^2)|f_{n+1}|^2 .$$

By the recurrence and $2a+q=p$, the two squared moduli are equal. As $q^2-p^2=-4a$,

$$E_{n+1}=E_n-4a(1-c^2)|f_{n+1}|^2\le E_n .$$

Bounding the cross term with $|c|\le1$ on both sides yields

$$(p|f_{m+1}|-|q||f_m|)^2\le E_m\le E_0\le(p|f_1|+|q||f_0|)^2 .$$

Let $S=|f_0|+|f_1|$ and $\mu=\min(1,a)$, so that $|q|=p-2\mu\le p$. Then $p|f_{m+1}|\le|q||f_m|+pS$. The claim $2\mu|f_m|\le pS$ holds for $m=0$ because $2\mu\le p$. If it holds for $m$, then

$$2\mu p|f_{m+1}|\le|q|pS+2\mu pS=p^2S,$$

and division by $p$ gives it for $m+1$.

## The case $a=1$, and a negative $a$

At $a=1$ the quadratic is $2z(z-c)=0$, with roots $0$ and $c$. The oldest time level drops out, each new value is the mean of its two neighbours, and the constant in the uniform bound equals $1$.

For $a=-\tfrac12$ and $c=0$ the quadratic becomes $z^2=3$, with both roots outside the unit disc. This is diffusion run backwards. Every other negative $a$ fails too: at $c=0$ the roots obey $z^2=(1-a)/(1+a)$, which has modulus above one for all negative $a\neq-1$, and for $a=-1$, $c=\tfrac12$ the only root is $2$. The root bound for all $|c|\le1$ therefore needs $a\ge0$, but not strict positivity: at $a=0$ the roots are $\pm1$, and the bound survives.

## The Lean file

```lean
import Mathlib

open Complex

namespace DuFortFrankel

/-- The Du Fort-Frankel scheme for free imaginary-time diffusion on a one-dimensional lattice,
with time index `n`, site `j` and `a = 2 D Δτ / Δx²`. -/
def IsSolution (a : ℝ) (u : ℕ → ℤ → ℂ) : Prop :=
  ∀ n j, u (n + 2) j - u n j =
    a * (u (n + 1) (j + 1) + u (n + 1) (j - 1) - u (n + 2) j - u n j)

/-- A lattice plane wave of wavenumber `k` with time-dependent amplitude `f`. -/
noncomputable def planeWave (k : ℝ) (f : ℕ → ℂ) (n : ℕ) (j : ℤ) : ℂ :=
  f n * exp (k * (j : ℂ) * I)

/-- The three-term recurrence for the amplitude of a single mode. -/
def AmplitudeEq (a c : ℝ) (f : ℕ → ℂ) : Prop :=
  ∀ n, (1 + (a : ℂ)) * f (n + 2) = 2 * a * c * f (n + 1) + (1 - a) * f n

/-- The characteristic polynomial of the scheme, evaluated at the growth factor `z`. -/
def growthPoly (a c : ℝ) (z : ℂ) : ℂ :=
  (1 + (a : ℂ)) * z ^ 2 - 2 * a * c * z - (1 - a)

/-- A quadratic energy of a mode, built from its amplitudes at two successive times. -/
noncomputable def energy (a c : ℝ) (f : ℕ → ℂ) (n : ℕ) : ℝ :=
  (1 + a) ^ 2 * ‖f (n + 1)‖ ^ 2 + (1 - a) ^ 2 * ‖f n‖ ^ 2 + 2 * (1 + a) *
    ((1 - a) * (c * ((f (n + 1)).re * (f n).re + (f (n + 1)).im * (f n).im)))

/-- A plane wave solves the lattice scheme exactly when its amplitude obeys the three-term
recurrence with `c = cos k`. -/
theorem planeWave_isSolution_iff (a k : ℝ) (f : ℕ → ℂ) :
    IsSolution a (planeWave k f) ↔ AmplitudeEq a (Real.cos k) f := by
  -- the two neighbours of a site together contribute the factor `2 cos k`
  have hc : ∀ j : ℤ, exp (k * ((j + 1 : ℤ) : ℂ) * I) + exp (k * ((j - 1 : ℤ) : ℂ) * I)
      = 2 * (Real.cos k : ℂ) * exp (k * (j : ℂ) * I) := by
    intro j
    have e1 : (k : ℂ) * ((j + 1 : ℤ) : ℂ) * I = k * (j : ℂ) * I + k * I := by
      push_cast; ring
    have e2 : (k : ℂ) * ((j - 1 : ℤ) : ℂ) * I = k * (j : ℂ) * I + -k * I := by
      push_cast; ring
    rw [e1, e2, exp_add, exp_add, Complex.ofReal_cos, Complex.cos]
    ring
  constructor
  · intro h n
    have H := h n 0
    unfold planeWave at H
    apply mul_right_cancel₀ (exp_ne_zero (k * ((0 : ℤ) : ℂ) * I))
    linear_combination H + a * f (n + 1) * hc 0
  · intro h n j
    unfold planeWave
    linear_combination exp (k * (j : ℂ) * I) * h n - a * f (n + 1) * hc j

/-- The geometric amplitude `z ^ n` obeys the recurrence exactly when `z` is a root of the
characteristic polynomial. -/
theorem geometric_iff (a c : ℝ) (z : ℂ) :
    AmplitudeEq a c (fun n => z ^ n) ↔ growthPoly a c z = 0 := by
  unfold growthPoly
  constructor
  · intro h
    have H : (1 + (a : ℂ)) * z ^ 2 = 2 * a * c * z ^ 1 + (1 - a) * z ^ 0 := h 0
    linear_combination H
  · intro h n
    change (1 + (a : ℂ)) * z ^ (n + 2) = 2 * a * c * z ^ (n + 1) + (1 - a) * z ^ n
    linear_combination z ^ n * h

/-- A quadratic balance obeyed by every growth factor of the scheme. -/
theorem growth_balance {a c : ℝ} {z : ℂ} (h : growthPoly a c z = 0) :
    ‖z ^ 2 - 1‖ ^ 2 + a * (‖z‖ ^ 2 - 1) * (‖z‖ ^ 2 + 1 - 2 * c * z.re) = 0 := by
  have hre := congrArg Complex.re h
  have him := congrArg Complex.im h
  simp only [growthPoly, pow_two, sub_re, sub_im, add_re, add_im, mul_re, mul_im, one_re,
    one_im, ofReal_re, ofReal_im, re_ofNat, im_ofNat, zero_re, zero_im] at hre him
  rw [Complex.sq_norm, Complex.sq_norm, normSq_apply, normSq_apply]
  simp only [pow_two, sub_re, sub_im, mul_re, mul_im, one_re, one_im]
  -- real part of the characteristic equation times the conjugate of `z ^ 2 - 1`
  linear_combination (z.re * z.re - z.im * z.im - 1) * hre + (2 * z.re * z.im) * him

/-- For every `a > 0` and every `c` in `[-1, 1]`, all complex growth factors of the Du Fort-Frankel
scheme have modulus at most one. -/
theorem norm_growth_le_one {a c : ℝ} (ha : 0 < a) (hc : |c| ≤ 1) {z : ℂ}
    (h : growthPoly a c z = 0) : ‖z‖ ≤ 1 := by
  by_contra hz
  have hz1 : 1 < ‖z‖ := lt_of_not_ge hz
  have hcz : c * z.re ≤ ‖z‖ := by
    calc c * z.re ≤ |c * z.re| := le_abs_self _
      _ = |c| * |z.re| := abs_mul _ _
      _ ≤ 1 * ‖z‖ := mul_le_mul hc (abs_re_le_norm z) (abs_nonneg _) zero_le_one
      _ = ‖z‖ := one_mul _
  -- outside the unit disc the second term of the balance is positive
  have h1 : 0 < ‖z‖ ^ 2 - 1 := by nlinarith
  have h2 : 0 < ‖z‖ ^ 2 + 1 - 2 * c * z.re := by
    nlinarith [mul_pos (sub_pos.mpr hz1) (sub_pos.mpr hz1)]
  have h3 := mul_pos (mul_pos ha h1) h2
  linarith [growth_balance h, sq_nonneg ‖z ^ 2 - 1‖]

/-- For `a ≠ 0`, a growth factor of modulus exactly one exists if and only if `|c| = 1`. -/
theorem exists_neutral_iff {a c : ℝ} (ha : a ≠ 0) :
    (∃ z : ℂ, growthPoly a c z = 0 ∧ ‖z‖ = 1) ↔ |c| = 1 := by
  constructor
  · rintro ⟨z, h, hz⟩
    have hb := growth_balance h
    rw [hz] at hb
    have h0 : ‖z ^ 2 - 1‖ ^ 2 = 0 := by linarith
    have h1 : z ^ 2 - 1 = 0 := norm_eq_zero.mp (pow_eq_zero_iff two_ne_zero |>.mp h0)
    -- with `z ^ 2 = 1` the characteristic equation reduces to `c z = 1`
    have h2 : (c : ℂ) * z = 1 := by
      have ha' : (2 * (a : ℂ)) ≠ 0 := mul_ne_zero two_ne_zero (ofReal_ne_zero.mpr ha)
      apply mul_left_cancel₀ ha'
      unfold growthPoly at h
      linear_combination (1 + (a : ℂ)) * h1 - h
    have h3 := congrArg norm h2
    rwa [norm_mul, hz, mul_one, norm_one, Complex.norm_real, Real.norm_eq_abs] at h3
  · intro hc
    refine ⟨c, ?_, by rw [Complex.norm_real, Real.norm_eq_abs, hc]⟩
    have h1 : c ^ 2 = 1 := by rw [← sq_abs, hc, one_pow]
    have h2 : (c : ℂ) ^ 2 = 1 := by exact_mod_cast h1
    unfold growthPoly
    linear_combination (1 - (a : ℂ)) * h2

/-- If the amplitudes obey the three-term recurrence, then in one time step the energy changes by
`-4 a (1 - c²)` times the squared modulus of the middle amplitude. -/
theorem energy_step {a c : ℝ} {f : ℕ → ℂ} (h : AmplitudeEq a c f) (n : ℕ) :
    energy a c f (n + 1) = energy a c f n - 4 * a * (1 - c ^ 2) * ‖f (n + 1)‖ ^ 2 := by
  have hre := congrArg Complex.re (h n)
  have him := congrArg Complex.im (h n)
  simp only [sub_re, sub_im, add_re, add_im, mul_re, mul_im, one_re, one_im, ofReal_re,
    ofReal_im, re_ofNat, im_ofNat] at hre him
  simp only [energy, Complex.sq_norm, normSq_apply, add_assoc, Nat.reduceAdd]
  linear_combination
    ((1 + a) * (f (n + 2)).re + 2 * a * c * (f (n + 1)).re + (1 - a) * (f n).re
      + 2 * (1 - a) * c * (f (n + 1)).re) * hre
    + ((1 + a) * (f (n + 2)).im + 2 * a * c * (f (n + 1)).im + (1 - a) * (f n).im
      + 2 * (1 - a) * c * (f (n + 1)).im) * him

/-- For `a > 0`, every plane-wave solution of the scheme stays bounded by its two starting
amplitudes, with a constant that depends on `a` but not on the wavenumber or the time. -/
theorem planeWave_uniform_bound {a : ℝ} (ha : 0 < a) (k : ℝ) (f : ℕ → ℂ)
    (hf : IsSolution a (planeWave k f)) (n : ℕ) :
    ‖f n‖ ≤ (1 + a) / (2 * min 1 a) * (‖f 0‖ + ‖f 1‖) := by
  have hamp := (planeWave_isSolution_iff a k f).mp hf
  have hc := Real.abs_cos_le_one k
  generalize Real.cos k = c at hamp hc
  have hp : 0 < 1 + a := by linarith
  have hm : 0 < min 1 a := lt_min one_pos ha
  have hq : |1 - a| = 1 + a - 2 * min 1 a := by
    rcases le_total 1 a with h | h
    · rw [min_eq_left h, abs_of_nonpos (by linarith)]; ring
    · rw [min_eq_right h, abs_of_nonneg (by linarith)]; ring
  have hq0 := abs_nonneg (1 - a)
  have hq2 := sq_abs (1 - a)
  -- Cauchy-Schwarz for the cross term of the energy
  have hcross : ∀ m, |(1 - a) * (c * ((f (m + 1)).re * (f m).re + (f (m + 1)).im * (f m).im))|
      ≤ |1 - a| * (1 * (‖f (m + 1)‖ * ‖f m‖)) := by
    intro m
    have hR : |(f (m + 1)).re * (f m).re + (f (m + 1)).im * (f m).im|
        ≤ ‖f (m + 1)‖ * ‖f m‖ := by
      apply abs_le_of_sq_le_sq _ (by positivity)
      rw [mul_pow, Complex.sq_norm, Complex.sq_norm, normSq_apply, normSq_apply]
      linarith [sq_nonneg ((f (m + 1)).re * (f m).im - (f (m + 1)).im * (f m).re)]
    rw [abs_mul, abs_mul]
    exact mul_le_mul_of_nonneg_left (mul_le_mul hc hR (abs_nonneg _) zero_le_one) hq0
  have hdecr : ∀ m, energy a c f m ≤ energy a c f 0 := by
    intro m
    induction m with
    | zero => exact le_rfl
    | succ m ih =>
      have hc2 : 0 ≤ 1 - c ^ 2 := by linarith [(sq_le_one_iff_abs_le_one c).mpr hc]
      have h1 : 0 ≤ 4 * a * (1 - c ^ 2) * ‖f (m + 1)‖ ^ 2 := by positivity
      linarith [energy_step hamp m]
  -- bounded energy turns the scheme into a contraction with a bounded source
  have hstep : ∀ m, (1 + a) * ‖f (m + 1)‖ - |1 - a| * ‖f m‖
      ≤ (1 + a) * ‖f 1‖ + |1 - a| * ‖f 0‖ := by
    intro m
    apply le_of_abs_le
    apply abs_le_of_sq_le_sq _ (by positivity)
    have h1 := mul_le_mul_of_nonneg_left (abs_le.mp (hcross m)).1 hp.le
    have h2 := mul_le_mul_of_nonneg_left (abs_le.mp (hcross 0)).2 hp.le
    have h3 := hdecr m
    simp only [energy, zero_add, ← hq2] at h1 h2 h3
    linarith
  have hmain : ∀ m, 2 * min 1 a * ‖f m‖ ≤ (1 + a) * (‖f 0‖ + ‖f 1‖) := by
    intro m
    induction m with
    | zero =>
      have h1 : 2 * min 1 a ≤ 1 + a := by linarith
      have h2 := mul_le_mul_of_nonneg_right h1 (norm_nonneg (f 0))
      linarith [mul_nonneg hp.le (norm_nonneg (f 1))]
    | succ m ih =>
      have h1 : |1 - a| ≤ 1 + a := by linarith
      have h2 := mul_le_mul_of_nonneg_right h1 (norm_nonneg (f 0))
      have h3 : (1 + a) * ‖f (m + 1)‖ ≤ |1 - a| * ‖f m‖ + (1 + a) * (‖f 0‖ + ‖f 1‖) := by
        linarith [hstep m]
      have h4 := mul_le_mul_of_nonneg_left h3 (by positivity : 0 ≤ 2 * min 1 a)
      have h5 := mul_le_mul_of_nonneg_left ih hq0
      have h6 : (|1 - a| + 2 * min 1 a) * ((1 + a) * (‖f 0‖ + ‖f 1‖))
          = (1 + a) * ((1 + a) * (‖f 0‖ + ‖f 1‖)) := by rw [hq]; ring
      apply le_of_mul_le_mul_left _ hp
      linarith
  rw [div_mul_eq_mul_div, le_div_iff₀ (by positivity)]
  linarith [hmain n]

end DuFortFrankel
```

```lean
#print axioms DuFortFrankel.geometric_iff
#print axioms DuFortFrankel.norm_growth_le_one
#print axioms DuFortFrankel.exists_neutral_iff
#print axioms DuFortFrankel.planeWave_uniform_bound
```

```
'DuFortFrankel.geometric_iff' depends on axioms: [propext, Classical.choice, Quot.sound]
'DuFortFrankel.norm_growth_le_one' depends on axioms: [propext, Classical.choice, Quot.sound]
'DuFortFrankel.exists_neutral_iff' depends on axioms: [propext, Classical.choice, Quot.sound]
'DuFortFrankel.planeWave_uniform_bound' depends on axioms: [propext, Classical.choice, Quot.sound]
```

## The proof in Lean

`planeWave_isSolution_iff` first establishes the factor $2\cos k$ as `hc`. In one direction it evaluates the scheme at site $0$ and cancels the non-zero exponential; in the other it multiplies the recurrence by the exponential. `geometric_iff` uses the recurrence at $n=0$ one way and multiplies by $z^n$ the other way.

`growth_balance` splits $P(z)=0$ into real and imaginary parts. The coefficients given to `linear_combination` are the real part of $z^2-1$ and its imaginary part, which is exactly the real part of the product with the conjugate. `norm_growth_le_one` assumes $|z|>1$, proves the two brackets positive as `h1` and `h2`, and lets `linarith` find the contradiction with the balance. `exists_neutral_iff` extracts $z^2=1$ and then $cz=1$, and supplies $z=c$ for the converse.

In `energy_step` the completed squares appear as a difference of squares. The long coefficients are the real and imaginary parts of the sum of $pf_{n+2}+qcf_{n+1}$ and its value from the recurrence; the recurrence itself supplies their difference.

`planeWave_uniform_bound` replaces $\cos k$ by a number $c$ with $|c|\le1$ and then follows the derivation above. `hcross` is the Cauchy–Schwarz estimate of the cross term, `hdecr` gives $E_m\le E_0$ by induction, `hstep` takes the square root of the chain of inequalities, and `hmain` is the induction for $2\mu|f_m|\le pS$. The last lines divide by $2\mu$.
